# Jordan–Wigner strings make the open transverse Ising chain quadratic in anticommuting operators

**Q:** Take a spin-1/2 chain with Pauli operators X, Y, Z, bond couplings J and transverse fields g:

H = −Σⱼ Jⱼ Zⱼ Zⱼ₊₁ − Σⱼ gⱼ Xⱼ

Commuting H with Zⱼ gives Yⱼ, and commuting H with Yⱼ gives products such as Xⱼ Zⱼ₊₁. The equations for single spins don't close. Strings should cure this, but I see only an abstract algebra `A`. Where are the spins?

**A:** In the relations they obey. Sites run from 0 to N−1, as in `Fin N`, and `IsPauliChain` lists the on-site Pauli relations and the commutation between sites. `I` is the imaginary unit i.

```lean
import Mathlib

open Complex

namespace JordanWignerChain

noncomputable section

variable {A : Type*} [Ring A] {N : ℕ} {X Y Z P Q : Fin N → A}

/-- The Pauli relations of `N` spin-1/2 sites: on each site `X² = Z² = 1`, `ZX = -XZ` and
`Y = iXZ`, while operators on different sites commute. -/
structure IsPauliChain [Algebra ℂ A] (X Y Z : Fin N → A) : Prop where
  X_sq : ∀ j, X j * X j = 1
  Z_sq : ∀ j, Z j * Z j = 1
  ZX : ∀ j, Z j * X j = -(X j * Z j)
  Y_eq : ∀ j, Y j = I • (X j * Z j)
  XX : ∀ j k, Commute (X j) (X k)
  ZZ : ∀ j k, Commute (Z j) (Z k)
  XZ : ∀ j k, j ≠ k → Commute (X j) (Z k)
```

**Q:** Is commutation between sites really needed?

**A:** Omit `XZ` and put the same Pauli matrices σx, σy, σz on both sites of a two-site chain. The other six relations hold, yet the string operator X₀Z₁ = σxσz squares to −1. So those six alone don't give the result.

**Q:** Then define the strings.

**A:** Let Sⱼ = X₀…Xⱼ₋₁, with S₀ = 1. The new operators are

aⱼ = Sⱼ Zⱼ, bⱼ = Sⱼ Yⱼ

In Lean they are `dressed X Z j` and `dressed X Y j`. Many textbooks build the string from Z and put the field along Z; here both are along X. `IsTransverse` is an algebraic condition on an operator family, not the field direction.

```lean
/-- The Jordan-Wigner string: the ordered product of `X` over the first `n` sites. -/
def jwString (X : Fin N → A) (n : ℕ) : A := ((List.ofFn X).take n).prod

/-- The site operator `P j` dressed with the string of all sites before `j`. The Majorana
operators are `a j = dressed X Z j` and `b j = dressed X Y j`. -/
def dressed (X P : Fin N → A) (j : Fin N) : A := jwString X j * P j

/-- `P` is transverse to `X`: it anticommutes with `X` on the same site and commutes with `X`
on every other site. -/
def IsTransverse (X P : Fin N → A) : Prop :=
  (∀ j, X j * P j = -(P j * X j)) ∧ ∀ j k, j ≠ k → Commute (X j) (P k)
```

**Q:** How does a string pass another operator?

**A:** Factor by factor. Since Sⱼ₊₁ = Sⱼ Xⱼ, induction on the length shows that the string commutes with anything its factors commute with. If exactly one factor anticommutes, one minus sign results; the second induction asks whether that factor is the last.

```lean
/-- Moving one site to the right appends one factor `X j` to the string. -/
theorem jwString_succ (X : Fin N → A) (j : Fin N) :
    jwString X (j + 1) = jwString X j * X j := by
  have h : (j : ℕ) < (List.ofFn X).length := by simp
  unfold jwString
  rw [List.prod_take_succ _ _ h]
  simp

/-- An operator that commutes with `X` on each of the first `n` sites commutes with their
string. -/
theorem jwString_commute {c : A} (n : ℕ) (hn : n ≤ N)
    (h : ∀ k : Fin N, (k : ℕ) < n → Commute (X k) c) : Commute (jwString X n) c := by
  induction n with
  | zero => simp [jwString]
  | succ n ih =>
    rw [show jwString X (n + 1) = jwString X n * X ⟨n, hn⟩ from jwString_succ X ⟨n, hn⟩]
    exact (ih (by omega) fun k hk => h k (by omega)).mul_left (h ⟨n, hn⟩ (Nat.lt_succ_self n))

/-- An operator that anticommutes with `X` on site `j` and commutes with `X` on all other sites
anticommutes with every string that contains site `j`. -/
theorem jwString_anticomm {c : A} (j : Fin N) (hj : X j * c = -(c * X j))
    (h : ∀ k, k ≠ j → Commute (X k) c) (n : ℕ) (hn : n ≤ N) (hjn : (j : ℕ) < n) :
    jwString X n * c = -(c * jwString X n) := by
  induction n with
  | zero => omega
  | succ n ih =>
    rw [show jwString X (n + 1) = jwString X n * X ⟨n, hn⟩ from jwString_succ X ⟨n, hn⟩]
    by_cases e : j = ⟨n, hn⟩
    · -- the last factor is the one that anticommutes
      have hs : Commute (jwString X n) c := jwString_commute n (by omega) fun k hk =>
        h k (by rintro rfl; rw [e] at hk; exact lt_irrefl _ hk)
      rw [← e, mul_assoc, hj, mul_neg, ← mul_assoc, hs.eq, mul_assoc]
    · have hlt : (j : ℕ) < n := by
        have : (j : ℕ) ≠ n := fun q => e (Fin.ext q)
        omega
      rw [mul_assoc, (h ⟨n, hn⟩ (Ne.symm e)).eq, ← mul_assoc, ih (by omega) hlt, neg_mul,
        mul_assoc]
```

On one site, Y = iXZ and ZX = −XZ give

ZY = iZXZ = −iX

YX = iXZX = −iZ

```lean
variable [Algebra ℂ A]

/-- In a Pauli chain `Y` and `Z` are transverse to `X`, and on each site `ZY = -iX` and
`YX = -iZ`. -/
theorem pauli_products (h : IsPauliChain X Y Z) :
    IsTransverse X Y ∧ IsTransverse X Z ∧
      (∀ j, Z j * Y j = -(I • X j)) ∧ ∀ j, Y j * X j = -(I • Z j) := by
  refine ⟨⟨fun j => ?_, fun j k hjk => ?_⟩, ⟨fun j => ?_, h.XZ⟩, fun j => ?_, fun j => ?_⟩
  · rw [h.Y_eq, mul_smul_comm, smul_mul_assoc, ← smul_neg, mul_assoc (X j) (Z j), h.ZX,
      mul_neg, neg_neg]
  · rw [h.Y_eq]
    exact ((h.XX j k).mul_right (h.XZ j k hjk)).smul_right I
  · rw [h.ZX, neg_neg]
  · rw [h.Y_eq, mul_smul_comm, ← mul_assoc, h.ZX, neg_mul, mul_assoc, h.Z_sq, mul_one, smul_neg]
  · rw [h.Y_eq, smul_mul_assoc, mul_assoc, h.ZX, mul_neg, ← mul_assoc, h.X_sq, one_mul, smul_neg]
```

**Q:** And products of two dressed operators?

**A:** Let P and Q each stand for Y or Z. The factors of Sⱼ commute and square to one, so Sⱼ² = 1. Sⱼ also commutes with Pⱼ, hence

(Sⱼ Pⱼ)(Sⱼ Qⱼ) = Pⱼ Qⱼ

For j < k, Sₖ contains Xⱼ once, so Pⱼ Sₖ = −Sₖ Pⱼ. Everything else commutes:

(Sⱼ Pⱼ)(Sₖ Qₖ) = −(Sₖ Qₖ)(Sⱼ Pⱼ)

The `calc` block makes these moves in turn.

```lean
/-- In a Pauli chain, let `P` be transverse to `X`. On one site the strings cancel from the product
of dressed `P` and dressed `Q`. For sites `j < k`, dressed `P j` and dressed `Q k` anticommute if
`Q` is transverse too and the bare operators `P j` and `Q k` commute. -/
theorem dressed_mul (h : IsPauliChain X Y Z) (hP : IsTransverse X P) :
    (∀ j, dressed X P j * dressed X Q j = P j * Q j) ∧
      (IsTransverse X Q → ∀ j k, j < k → Commute (P j) (Q k) →
        dressed X P j * dressed X Q k = -(dressed X Q k * dressed X P j)) := by
  have hX : ∀ n ≤ N, ∀ k, Commute (jwString X n) (X k) := fun n hn k =>
    jwString_commute n hn fun i _ => h.XX i k
  -- the string squares to one
  have hS : ∀ n ≤ N, jwString X n * jwString X n = 1 := by
    intro n hn
    induction n with
    | zero => simp [jwString]
    | succ n ih =>
      rw [show jwString X (n + 1) = jwString X n * X ⟨n, hn⟩ from jwString_succ X ⟨n, hn⟩,
        (hX n (by omega) ⟨n, hn⟩).symm.mul_mul_mul_comm, ih (by omega), h.X_sq, one_mul]
  refine ⟨fun j => ?_, fun hQ j k hjk hPQ => ?_⟩
  · have c : Commute (jwString X j) (P j) := jwString_commute _ j.2.le fun i hi =>
      hP.2 i j (ne_of_lt hi)
    unfold dressed
    rw [c.symm.mul_mul_mul_comm, hS _ j.2.le, one_mul]
  · have h1 := jwString_anticomm j (hP.1 j) (fun i hi => hP.2 i j hi) k k.2.le hjk
    have h2 : Commute (jwString X j) (Q k) := jwString_commute _ j.2.le fun i hi =>
      hQ.2 i k (ne_of_lt (lt_trans hi hjk))
    have h3 : Commute (jwString X j) (jwString X k) := jwString_commute _ j.2.le fun i _ =>
      (hX k k.2.le i).symm
    have h1' : P j * jwString X k = -(jwString X k * P j) := by rw [h1, neg_neg]
    unfold dressed
    -- only the passage of `P j` through the longer string costs a sign
    calc jwString X j * P j * (jwString X k * Q k)
        = jwString X j * (P j * jwString X k) * Q k := by simp only [mul_assoc]
      _ = -((jwString X j * jwString X k) * (P j * Q k)) := by
          rw [h1']; simp only [mul_neg, neg_mul, mul_assoc]
      _ = -(jwString X k * (jwString X j * Q k) * P j) := by
          rw [h3.eq, hPQ.eq]; simp only [mul_assoc]
      _ = -(jwString X k * Q k * (jwString X j * P j)) := by
          rw [h2.eq]; simp only [mul_assoc]
```

Thus aⱼ² = Zⱼ² = 1 and bⱼ² = Yⱼ² = i(YⱼXⱼ)Zⱼ = 1. On one site aⱼbⱼ = ZⱼYⱼ = −YⱼZⱼ = −bⱼaⱼ; different sites follow from the sign above, with the case j > k obtained by exchanging the roles.

```lean
/-- The `2N` Jordan-Wigner operators `a j` and `b j` of a Pauli chain square to one and pairwise
anticommute. -/
theorem majorana_clifford (h : IsPauliChain X Y Z) :
    (∀ j, dressed X Z j * dressed X Z j = 1 ∧ dressed X Y j * dressed X Y j = 1) ∧
    (∀ j k, j ≠ k → dressed X Z j * dressed X Z k = -(dressed X Z k * dressed X Z j) ∧
      dressed X Y j * dressed X Y k = -(dressed X Y k * dressed X Y j)) ∧
    ∀ j k, dressed X Z j * dressed X Y k = -(dressed X Y k * dressed X Z j) := by
  obtain ⟨tY, tZ, hZY, hYX⟩ := pauli_products h
  have cZY : ∀ j k, j ≠ k → Commute (Z j) (Y k) := fun j k hjk => by
    rw [h.Y_eq]
    exact ((h.XZ k j hjk.symm).symm.mul_right (h.ZZ j k)).smul_right I
  have cYY : ∀ j k, j ≠ k → Commute (Y j) (Y k) := fun j k hjk => by
    rw [h.Y_eq k]
    exact ((tY.2 k j hjk.symm).symm.mul_right (cZY k j hjk.symm).symm).smul_right I
  refine ⟨fun j => ⟨?_, ?_⟩, fun j k hjk => ?_, fun j k => ?_⟩
  · rw [(dressed_mul h tZ).1, h.Z_sq]
  · have e : Y j * Y j = Y j * (I • (X j * Z j)) := by rw [← h.Y_eq]
    rw [(dressed_mul h tY).1, e, mul_smul_comm, ← mul_assoc, hYX, neg_mul, smul_mul_assoc,
      h.Z_sq, smul_neg, smul_smul, I_mul_I]
    simp
  · rcases lt_or_gt_of_ne hjk with l | l
    · exact ⟨(dressed_mul h tZ).2 tZ j k l (h.ZZ j k), (dressed_mul h tY).2 tY j k l (cYY j k hjk)⟩
    · rw [(dressed_mul h tZ).2 tZ k j l (h.ZZ k j),
        (dressed_mul h tY).2 tY k j l (cYY k j hjk.symm), neg_neg, neg_neg]
      exact ⟨rfl, rfl⟩
  · rcases lt_trichotomy j k with l | rfl | l
    · exact (dressed_mul h tZ).2 tY j k l (cZY j k l.ne)
    · rw [(dressed_mul h tZ).1, (dressed_mul h tY).1, hZY, h.Y_eq, smul_mul_assoc, mul_assoc,
        h.Z_sq, mul_one]
    · rw [(dressed_mul h tY).2 tZ k j l (cZY j k l.ne').symm, neg_neg]
```

**Q:** Does the Hamiltonian come out in these operators?

**A:** Yes. The field term uses aⱼbⱼ = ZⱼYⱼ = −iXⱼ. For the bond, the longer string supplies an Xⱼ:

bⱼ aⱼ₊₁ = Yⱼ Xⱼ Zⱼ₊₁ = −i Zⱼ Zⱼ₊₁

Multiplying by i gives

Xⱼ = i aⱼ bⱼ, Zⱼ Zⱼ₊₁ = i bⱼ aⱼ₊₁

```lean
/-- In a Pauli chain the transverse field is `X_j = i a_j b_j`, and the Ising bond between
neighbouring sites is `Z_j Z_(j+1) = i b_j a_(j+1)`. -/
theorem spin_bilinears (h : IsPauliChain X Y Z) :
    (∀ j, X j = I • (dressed X Z j * dressed X Y j)) ∧
    ∀ j k : Fin N, (k : ℕ) = j + 1 → Z j * Z k = I • (dressed X Y j * dressed X Z k) := by
  obtain ⟨tY, tZ, hZY, hYX⟩ := pauli_products h
  refine ⟨fun j => ?_, fun j k hk => ?_⟩
  · rw [(dressed_mul h tZ).1, hZY, smul_neg, smul_smul, I_mul_I]
    simp
  · -- the longer string supplies the extra factor `X j`
    have e : dressed X Z k = dressed X X j * Z k := by
      unfold dressed
      rw [hk, jwString_succ]
    rw [e, ← mul_assoc, (dressed_mul h tY).1, hYX, neg_mul, smul_mul_assoc, smul_neg, smul_smul,
      I_mul_I]
    simp
```

Substitution makes H quadratic. Here the chain has n+1 sites and n bonds, with real couplings that may vary along it; `castSucc` and `succ` are the left and right ends of a bond.

```lean
/-- The open transverse Ising chain of `n + 1` sites with bond couplings `J` and fields `g`:
`H = -∑ J_i Z_i Z_(i+1) - ∑ g_k X_k`. -/
def isingH {n : ℕ} (X Z : Fin (n + 1) → A) (J : Fin n → ℝ) (g : Fin (n + 1) → ℝ) : A :=
  -∑ i, (J i : ℂ) • (Z i.castSucc * Z i.succ) - ∑ k, (g k : ℂ) • X k

/-- The transverse Ising Hamiltonian of a Pauli chain is quadratic in the Majorana operators. -/
theorem ising_quadratic {n : ℕ} {X Y Z : Fin (n + 1) → A} (h : IsPauliChain X Y Z)
    (J : Fin n → ℝ) (g : Fin (n + 1) → ℝ) :
    isingH X Z J g = -∑ i, ((J i : ℂ) * I) • (dressed X Y i.castSucc * dressed X Z i.succ)
      - ∑ k, ((g k : ℂ) * I) • (dressed X Z k * dressed X Y k) := by
  have hx := fun k => ((spin_bilinears h).1 k).symm
  have hz := fun i : Fin n => ((spin_bilinears h).2 i.castSucc i.succ (by simp)).symm
  simp only [isingH, mul_smul, hx, hz]
```

**Q:** Do the equations of motion now close?

**A:** If c² = 1 and c anticommutes with p and q, then

[pq, c] = 0, [pc, c] = 2p, [cq, c] = −2q

These are `zero`, `right` and `left` in the proof. `comm` distributes the commutator over the sums, and only one bond and one field term survive:

[H, aⱼ₊₁] = 2i gⱼ₊₁ bⱼ₊₁ − 2i Jⱼ bⱼ

[H, bⱼ] = 2i Jⱼ aⱼ₊₁ − 2i gⱼ aⱼ

The theorem treats the two operators attached to each bond. It leaves out a₀ and bₙ at the chain ends, where only a field term would contribute.

```lean
/-- For the Ising Hamiltonian of a Pauli chain, the commutators with the Majorana operators on
the two ends of bond `j` are linear: `[H, a_(j+1)] = 2i g_(j+1) b_(j+1) - 2i J_j b_j` and
`[H, b_j] = 2i J_j a_(j+1) - 2i g_j a_j`. -/
theorem ising_heisenberg {n : ℕ} {X Y Z : Fin (n + 1) → A} (h : IsPauliChain X Y Z)
    (J : Fin n → ℝ) (g : Fin (n + 1) → ℝ) (j : Fin n) :
    isingH X Z J g * dressed X Z j.succ - dressed X Z j.succ * isingH X Z J g
      = (2 * I * g j.succ) • dressed X Y j.succ - (2 * I * J j) • dressed X Y j.castSucc ∧
    isingH X Z J g * dressed X Y j.castSucc - dressed X Y j.castSucc * isingH X Z J g
      = (2 * I * J j) • dressed X Z j.succ
        - (2 * I * g j.castSucc) • dressed X Z j.castSucc := by
  obtain ⟨sq, anti, ab⟩ := majorana_clifford h
  have ba : ∀ j k, dressed X Y j * dressed X Z k = -(dressed X Z k * dressed X Y j) :=
    fun j k => by rw [ab k j, neg_neg]
  -- commutators of a bilinear with a single Majorana operator
  have zero : ∀ p q c : A, p * c = -(c * p) → q * c = -(c * q) →
      p * q * c - c * (p * q) = 0 := fun p q c hp hq => by
    linear_combination (norm := noncomm_ring) p * hq - hp * q
  have right : ∀ p c : A, c * c = 1 → p * c = -(c * p) →
      p * c * c - c * (p * c) = p + p := fun p c hc hp => by
    linear_combination (norm := noncomm_ring) p * hc + p * hc - hp * c
  have left : ∀ q c : A, c * c = 1 → q * c = -(c * q) →
      c * q * c - c * (c * q) = -(q + q) := fun q c hc hq => by
    linear_combination (norm := noncomm_ring) c * hq - hc * q - hc * q
  have comm : ∀ (x : Fin n → ℂ) (u : Fin n → A) (y : Fin (n + 1) → ℂ) (v : Fin (n + 1) → A)
      (c : A), (-∑ i, x i • u i - ∑ k, y k • v k) * c - c * (-∑ i, x i • u i - ∑ k, y k • v k)
        = -∑ i, x i • (u i * c - c * u i) - ∑ k, y k • (v k * c - c * v k) := by
    intro x u y v c
    simp only [sub_mul, mul_sub, neg_mul, mul_neg, Finset.sum_mul, Finset.mul_sum,
      smul_mul_assoc, mul_smul_comm, smul_sub, Finset.sum_sub_distrib]
    abel
  rw [ising_quadratic h J g]
  constructor
  · have e1 : ∀ i : Fin n, dressed X Y i.castSucc * dressed X Z i.succ * dressed X Z j.succ
        - dressed X Z j.succ * (dressed X Y i.castSucc * dressed X Z i.succ)
        = if i = j then dressed X Y i.castSucc + dressed X Y i.castSucc else 0 := by
      intro i
      split_ifs with hi
      · subst hi
        exact right _ _ (sq _).1 (ba _ _)
      · exact zero _ _ _ (ba _ _) (anti _ _ fun e => hi (Fin.succ_injective _ e)).1
    have e2 : ∀ k, dressed X Z k * dressed X Y k * dressed X Z j.succ
        - dressed X Z j.succ * (dressed X Z k * dressed X Y k)
        = if k = j.succ then -(dressed X Y k + dressed X Y k) else 0 := by
      intro k
      split_ifs with hk
      · rw [hk]
        exact left _ _ (sq _).1 (ba _ _)
      · exact zero _ _ _ (anti _ _ hk).1 (ba _ _)
    rw [comm]
    simp only [e1, e2, smul_ite, smul_zero, Finset.sum_ite_eq', Finset.mem_univ, if_true]
    module
  · have e1 : ∀ i : Fin n, dressed X Y i.castSucc * dressed X Z i.succ * dressed X Y j.castSucc
        - dressed X Y j.castSucc * (dressed X Y i.castSucc * dressed X Z i.succ)
        = if i = j then -(dressed X Z i.succ + dressed X Z i.succ) else 0 := by
      intro i
      split_ifs with hi
      · subst hi
        exact left _ _ (sq _).2 (ab _ _)
      · exact zero _ _ _ (anti _ _ fun e => hi (Fin.castSucc_injective _ e)).2 (ab _ _)
    have e2 : ∀ k, dressed X Z k * dressed X Y k * dressed X Y j.castSucc
        - dressed X Y j.castSucc * (dressed X Z k * dressed X Y k)
        = if k = j.castSucc then dressed X Z k + dressed X Z k else 0 := by
      intro k
      split_ifs with hk
      · rw [hk]
        exact right _ _ (sq _).2 (ab _ _)
      · exact zero _ _ _ (ab _ _) (anti _ _ hk).2
    rw [comm]
    simp only [e1, e2, smul_ite, smul_zero, Finset.sum_ite_eq', Finset.mem_univ, if_true]
    module
```

**Q:** What does that buy me, and what is missing?

**A:** For this finite open chain, the dynamics reduces to non-interacting fermions: linear equations for 2N operators instead of a 2ᴺ-dimensional problem. For j > 0 the spin Zⱼ itself is, up to a phase, a product of 2j+1 of these operators, so its average also requires their correlations in the initial state. A periodic chain has an extra bond that is absent here. The operators are called Majorana for their algebra; Hermiticity is not stated. That a real magnet has only these couplings remains a physical assumption.

**Q:** I still want actual spins.

**A:** They act on complex functions of N two-valued spins: `spinX` flips a spin, `spinZ` multiplies by its sign, and `spinY` does both with a factor −i. The last theorem checks each Pauli relation on an arbitrary wave function and configuration, so all the results above apply to these operators.

```lean
/-- The spin configuration `s` with the spin on site `j` reversed. -/
def flipSpin (j : Fin N) (s : Fin N → Bool) : Fin N → Bool := fun i => if i = j then !s i else s i

/-- The eigenvalue of the Pauli matrix `Z`: `1` for spin `false`, `-1` for spin `true`. -/
def sgn (b : Bool) : ℂ := if b then -1 else 1

/-- The Pauli operator `X` on site `j`, acting on wave functions of `N` spins. -/
def spinX (j : Fin N) : Module.End ℂ ((Fin N → Bool) → ℂ) where
  toFun ψ := fun s => ψ (flipSpin j s)
  map_add' _ _ := rfl
  map_smul' _ _ := rfl

/-- The Pauli operator `Z` on site `j`, acting on wave functions of `N` spins. -/
def spinZ (j : Fin N) : Module.End ℂ ((Fin N → Bool) → ℂ) where
  toFun ψ := fun s => sgn (s j) * ψ s
  map_add' _ _ := funext fun _ => mul_add _ _ _
  map_smul' _ _ := funext fun _ => mul_left_comm _ _ _

/-- The Pauli operator `Y` on site `j`, acting on wave functions of `N` spins. -/
def spinY (j : Fin N) : Module.End ℂ ((Fin N → Bool) → ℂ) where
  toFun ψ := fun s => -I * sgn (s j) * ψ (flipSpin j s)
  map_add' _ _ := funext fun _ => mul_add _ _ _
  map_smul' _ _ := funext fun _ => mul_left_comm _ _ _

/-- The Pauli operators on the wave functions of `N` spins satisfy the Pauli relations. -/
theorem isPauliChain_witness (N : ℕ) :
    IsPauliChain (spinX (N := N)) (spinY (N := N)) (spinZ (N := N)) := by
  have ff : ∀ (j : Fin N) s, flipSpin j (flipSpin j s) = s := fun j s => by
    funext i
    simp only [flipSpin]
    split_ifs <;> simp
  have fc : ∀ (j k : Fin N) s, flipSpin k (flipSpin j s) = flipSpin j (flipSpin k s) :=
    fun j k s => by
      funext i
      simp only [flipSpin]
      split_ifs <;> rfl
  have sf : ∀ (j : Fin N) s, sgn (flipSpin j s j) = -sgn (s j) := fun j s => by
    cases hs : s j <;> simp [flipSpin, sgn, hs]
  have ss : ∀ b, sgn b * sgn b = 1 := fun b => by cases b <;> simp [sgn]
  constructor
  · exact fun j => LinearMap.ext fun ψ => funext fun s => congrArg ψ (ff j s)
  · refine fun j => LinearMap.ext fun ψ => funext fun s => ?_
    change sgn (s j) * (sgn (s j) * ψ s) = ψ s
    rw [← mul_assoc, ss, one_mul]
  · refine fun j => LinearMap.ext fun ψ => funext fun s => ?_
    change sgn (s j) * ψ (flipSpin j s) = -(sgn (flipSpin j s j) * ψ (flipSpin j s))
    rw [sf]
    ring
  · refine fun j => LinearMap.ext fun ψ => funext fun s => ?_
    change -I * sgn (s j) * ψ (flipSpin j s) = I * (sgn (flipSpin j s j) * ψ (flipSpin j s))
    rw [sf]
    ring
  · exact fun j k => LinearMap.ext fun ψ => funext fun s => congrArg ψ (fc j k s)
  · exact fun j k => LinearMap.ext fun ψ => funext fun s => mul_left_comm _ _ _
  · refine fun j k hjk => LinearMap.ext fun ψ => funext fun s => ?_
    change sgn (flipSpin j s k) * ψ (flipSpin j s) = sgn (s k) * ψ (flipSpin j s)
    rw [show flipSpin j s k = s k from if_neg hjk.symm]

end

end JordanWignerChain
```

```lean
#print axioms JordanWignerChain.ising_quadratic
#print axioms JordanWignerChain.ising_heisenberg
```

```
'JordanWignerChain.ising_quadratic' depends on axioms: [propext, Classical.choice, Quot.sound]
'JordanWignerChain.ising_heisenberg' depends on axioms: [propext, Classical.choice, Quot.sound]
```
